# Non-uniqueness of the symmetric logarithmic derivative when ρ has a zero eigenvalue

In quantum estimation theory, a symmetric logarithmic derivative of ρ along D is a solution L of ρL + Lρ = 2D. The theorem `sld_not_unique` says that if ρ has a zero eigenvalue and L is a solution, then there is a second solution different from L. Here ρ, D and L are finite complex matrices and ρ = U diag(p) U† with U unitary and p real; ρ need not be positive or have unit trace, and the solutions are not required to be Hermitian. The proof adds to L the projector onto a null eigenvector, and checks the equation element by element in the eigenbasis, where it reads (p_i + p_j) L_ij = 2 D_ij.

The failing Lean file:

```lean
import Mathlib

open Matrix
open scoped ComplexOrder ComplexConjugate

noncomputable section

namespace SldNotUnique

variable {n : Type*} [Fintype n] [DecidableEq n]

/-- The matrix `U† A U`. For unitary `U` it represents the operator `A` in the basis formed by the
columns of `U`. -/
def inBasis (U A : Matrix n n ℂ) : Matrix n n ℂ := Uᴴ * A * U

/-- The columns of the unitary `U` are eigenvectors of `ρ` with real eigenvalues `p`:
`ρ = U diag(p) U†`. -/
structure IsEigenbasis (ρ U : Matrix n n ℂ) (p : n → ℝ) : Prop where
  unitary : Uᴴ * U = 1
  spectral : ρ = U * diagonal (fun i => (p i : ℂ)) * Uᴴ

/-- `L` is a symmetric logarithmic derivative of `ρ` along `D`: `ρ L + L ρ = 2 D`. -/
def IsSLD (ρ D L : Matrix n n ℂ) : Prop := ρ * L + L * ρ = (2 : ℂ) • D

/-- For unitary `U`, passing to the basis `U` and passing back undo each other. -/
theorem inBasis_roundtrip {U : Matrix n n ℂ} (hU : Uᴴ * U = 1) (A : Matrix n n ℂ) :
    inBasis U (U * A * Uᴴ) = A ∧ U * inBasis U A * Uᴴ = A := by
  have hU' : U * Uᴴ = 1 := mul_eq_one_comm.mp hU
  constructor
  · calc inBasis U (U * A * Uᴴ) = (Uᴴ * U) * A * (Uᴴ * U) := by
          unfold inBasis; noncomm_ring
      _ = A := by rw [hU, Matrix.one_mul, Matrix.mul_one]
  · calc U * inBasis U A * Uᴴ = (U * Uᴴ) * A * (U * Uᴴ) := by
          unfold inBasis; noncomm_ring
      _ = A := by rw [hU', Matrix.one_mul, Matrix.mul_one]

/-- In an eigenbasis of `ρ` the defining equation decouples into one scalar equation
`(p_i + p_j) L_ij = 2 D_ij` for each matrix element. -/
theorem isSLD_iff {ρ U : Matrix n n ℂ} {p : n → ℝ} (h : IsEigenbasis ρ U p)
    (D L : Matrix n n ℂ) :
    IsSLD ρ D L ↔
      ∀ i j, ((p i : ℂ) + p j) * inBasis U L i j = 2 * inBasis U D i j := by
  have key : inBasis U (ρ * L + L * ρ) = diagonal (fun i => (p i : ℂ)) * inBasis U L
      + inBasis U L * diagonal (fun i => (p i : ℂ)) := by
    rw [h.spectral]
    unfold inBasis
    generalize diagonal (fun i => (p i : ℂ)) = P
    calc _ = (Uᴴ * U) * P * (Uᴴ * L * U) + (Uᴴ * L * U) * P * (Uᴴ * U) := by noncomm_ring
      _ = _ := by rw [h.unitary, Matrix.one_mul, Matrix.mul_one]
  have key2 : ∀ i j, inBasis U (ρ * L + L * ρ) i j
      = ((p i : ℂ) + p j) * inBasis U L i j := by
    intro i j
    rw [key, Matrix.add_apply, Matrix.diagonal_mul, Matrix.mul_diagonal]
    ring
  have key3 : ∀ i j, inBasis U ((2 : ℂ) • D) i j = 2 * inBasis U D i j := by
    intro i j
    simp [inBasis]
  constructor
  · intro hL i j
    have hL' : ρ * L + L * ρ = (2 : ℂ) • D := hL
    rw [← key2, ← key3, hL']
  · intro hL
    have e : inBasis U (ρ * L + L * ρ) = inBasis U ((2 : ℂ) • D) := by
      ext i j
      rw [key2, key3]
      exact hL i j
    show ρ * L + L * ρ = (2 : ℂ) • D
    rw [← (inBasis_roundtrip h.unitary (ρ * L + L * ρ)).2, e,
      (inBasis_roundtrip h.unitary _).2]

/-- If a Hermitian `ρ` has a zero eigenvalue, then any solution `L` of `ρ L + L ρ = 2 D` is
accompanied by a different solution. -/
theorem sld_not_unique {ρ D L U : Matrix n n ℂ} {p : n → ℝ} (h : IsEigenbasis ρ U p)
    {k : n} (hk : p k = 0) (hL : IsSLD ρ D L) : ∃ L', L' ≠ L ∧ IsSLD ρ D L' := by
  -- add the projector onto the null eigenvector
  have hE := (inBasis_roundtrip h.unitary (Matrix.single k k (1 : ℂ))).1
  refine ⟨L + U * Matrix.single k k 1 * Uᴴ, fun h0 => ?_, ?_⟩
  · rw [add_eq_left.mp h0] at hE
    have h1 := congrFun (congrFun hE k) k
    simp [inBasis] at h1
  · refine (isSLD_iff h D _).mpr fun i j => ?_
    have hadd : inBasis U (L + U * Matrix.single k k 1 * Uᴴ)
        = inBasis U L + Matrix.single k k 1 := by
      rw [← hE]
      simp only [inBasis, Matrix.mul_add, Matrix.add_mul, hE]
      congr 1
      exact hE.symm ▸ rfl
    have hzero : ((p i : ℂ) + p j) * Matrix.single k k (1 : ℂ) i j = 0 := by
      by_cases hij : k = i ∧ k = j
      · rw [← hij.1, ← hij.2, hk]; simp
      · simp [Matrix.single, hij]
    rw [hadd, Matrix.add_apply, mul_add, hzero, add_zero]
    exact (isSLD_iff h D L).mp hL i j

end SldNotUnique
```

Lean reports:

```
Main.lean:86:6: error: (deterministic) timeout at `isDefEq`, maximum number of heartbeats (200000) has been reached

Note: Use `set_option maxHeartbeats <num>` to set the limit.

Hint: Additional diagnostic information may be available using the `set_option diagnostics true` command.
Main.lean:92:4: error: (deterministic) timeout at `«tactic execution»`, maximum number of heartbeats (200000) has been reached

Note: Use `set_option maxHeartbeats <num>` to set the limit.

Hint: Additional diagnostic information may be available using the `set_option diagnostics true` command.
Main.lean:85:58: warning: This simp argument is unused:
  hE

Hint: Omit it from the simp argument list.
  [apply] simp only [inBasis, Matrix.mul_add, Matrix.add_mul]

Note: This linter can be disabled with `set_option linter.unusedSimpArgs false`
```

Diagnosis. The first timeout is at `congr 1`, in the proof of `hadd`. The trouble starts with `rw [← hE]`, which rewrites every `Matrix.single k k 1` in the goal, including the one inside the left-hand side. That side now carries an extra layer of `U` and `Uᴴ`. `simp only` then unfolds `inBasis` without using `hE`, as the warning says. The two sides now differ by factors that cancel only because `U` is unitary, which does not hold by definition. At `congr 1` Lean runs out of heartbeats in a definitional equality check (`isDefEq`).

The second timeout, at the later `rw [hadd, ...]`, is a consequence: the heartbeat limit covers the whole declaration and was already spent. That line is unchanged in the repair.

The new `calc` separates the two facts needed. Its first step uses only the definition of `inBasis` and distributivity, so `simp only` proves it without `hE`. Its second step still contains `inBasis U (U * Matrix.single k k 1 * Uᴴ)` intact, which `rw [hE]` turns into `Matrix.single k k 1`.

Lean accepts the file once it reads:

```diff
@@ -82,8 +82,8 @@
     have hadd : inBasis U (L + U * Matrix.single k k 1 * Uᴴ)
         = inBasis U L + Matrix.single k k 1 := by
-      rw [← hE]
-      simp only [inBasis, Matrix.mul_add, Matrix.add_mul, hE]
-      congr 1
-      exact hE.symm ▸ rfl
+      calc inBasis U (L + U * Matrix.single k k 1 * Uᴴ)
+          = inBasis U L + inBasis U (U * Matrix.single k k 1 * Uᴴ) := by
+            simp only [inBasis, Matrix.mul_add, Matrix.add_mul]
+        _ = inBasis U L + Matrix.single k k 1 := by rw [hE]
     have hzero : ((p i : ℂ) + p j) * Matrix.single k k (1 : ℂ) i j = 0 := by
       by_cases hij : k = i ∧ k = j
```
